# Force and stiffness bounds confine the relaxation energy of a harmonic system

A small residual force does not by itself mean that little energy is left to gain. In a harmonic mode of stiffness \(k\), a force of size \(g\) leaves \(g^2/(2k)\) to be released, so the same force leaves a hundred times more energy in a mode that is a hundred times softer. A force threshold alone therefore does not limit the energy; a positive lower bound on the stiffness supplies the missing information.

For a harmonic system with finitely many coordinates and a given force, a lower and an upper bound on the stiffness confine the energy from both sides. Let \(F\) be the force at the starting geometry and \(K\) the real symmetric stiffness matrix, with
\[
m\|x\|^2\le x^TKx\le L\|x\|^2,\qquad 0<m\le L,
\]
for every displacement \(x\). The largest energy that a displacement can release, \(E(F)\), then satisfies
\[
\frac{\|F\|^2}{2L}\le E(F)\le\frac{\|F\|^2}{2m}.
\]

## The harmonic energy and its maximum

Displacements and forces are real vectors over a finite index set `n`, for instance the Cartesian coordinates of the atoms near a defect.

```lean
import Mathlib

open Matrix

namespace RelaxationEnergyFromForces

noncomputable section

variable {n : Type*} [Fintype n]
```

The conditions on \(K\) are collected in one structure. The squared length is written `x ⬝ᵥ x`, the Euclidean sum of squares.

```lean
/-- The stiffness matrix `K` is symmetric and its quadratic form lies between
`m` and `L` times the squared length of the displacement. -/
structure StiffnessBounds (K : Matrix n n ℝ) (m L : ℝ) : Prop where
  symm : K.IsSymm
  lower : ∀ x : n → ℝ, m * (x ⬝ᵥ x) ≤ x ⬝ᵥ K *ᵥ x
  upper : ∀ x : n → ℝ, x ⬝ᵥ K *ᵥ x ≤ L * (x ⬝ᵥ x)
```

The potential energy is \(V(x)=V(0)-F^Tx+\tfrac12x^TKx\), so a displacement releases
\[
G_F(x)=V(0)-V(x)=F^Tx-\tfrac12x^TKx .
\]

```lean
/-- Energy released when a harmonic system with stiffness `K` and initial force `F`
is displaced by `x`. -/
def energyGain (K : Matrix n n ℝ) (F x : n → ℝ) : ℝ :=
  F ⬝ᵥ x - (x ⬝ᵥ K *ᵥ x) / 2
```

The relaxation energy \(E(F)\) is defined as a supremum. The theorems below also give `IsGreatest`, which says that some displacement attains it.

```lean
/-- The relaxation energy: the supremum of the released energy over all displacements. -/
def relaxationEnergy (K : Matrix n n ℝ) (F : n → ℝ) : ℝ :=
  sSup (Set.range (energyGain K F))
```

The model has constant \(K\) and unrestricted displacements. Anharmonicity, constraints and infinitely many coordinates are not covered. One elementary fact is used throughout: a sum of squares is nonnegative.

```lean
/-- The squared length of a real vector is nonnegative. -/
lemma self_nonneg (v : n → ℝ) : 0 ≤ v ⬝ᵥ v :=
  Finset.sum_nonneg fun i _ => mul_self_nonneg (v i)
```

## Symmetry: reciprocal coupling

Symmetry says that displacing coordinate \(j\) changes the force on \(i\) as much as displacing \(i\) changes the force on \(j\). This holds when \(K\) is the matrix of second derivatives of a smooth energy. It gives \(x^TKy=y^TKx\), which Lean obtains by moving \(K\) across the dot product as its transpose.

```lean
/-- A symmetric stiffness matrix couples two displacements reciprocally. -/
lemma coupling_comm {K : Matrix n n ℝ} (hK : K.IsSymm) (x y : n → ℝ) :
    x ⬝ᵥ K *ᵥ y = y ⬝ᵥ K *ᵥ x := by
  rw [Matrix.dotProduct_mulVec, ← Matrix.mulVec_transpose, hK.eq]
  exact dotProduct_comm _ _
```

The derivation uses symmetry when the origin is moved to a displaced geometry \(x\). For a further displacement \(y\),
\[
\begin{aligned}
G_F(x+y)&=F^Tx+F^Ty-\tfrac12\left(x^TKx+x^TKy+y^TKx+y^TKy\right)\\
&=G_F(x)+(F-Kx)^Ty-\tfrac12y^TKy\\
&=G_F(x)+G_{F-Kx}(y).
\end{aligned}
\]
The two cross terms merge into \(y^TKx\), and the force becomes the residual force \(F-Kx\). In the proof, `simp only` expands the products and `linarith` combines the terms using `coupling_comm`.

```lean
/-- The energy released by two successive displacements is the sum of the two gains,
the second one taken with the residual force `F - K x`. -/
theorem energyGain_add {K : Matrix n n ℝ} (hK : K.IsSymm) (F x y : n → ℝ) :
    energyGain K F (x + y) = energyGain K F x + energyGain K (F - K *ᵥ x) y := by
  have s := coupling_comm hK x y
  have c : (K *ᵥ x) ⬝ᵥ y = y ⬝ᵥ K *ᵥ x := dotProduct_comm _ _
  simp only [energyGain, Matrix.mulVec_add, dotProduct_add, add_dotProduct, sub_dotProduct]
  linarith
```

Without symmetry, \(F-Kx\) is no longer the force derived from the energy. Take
\[
K=\begin{pmatrix}1&-1\\1&1\end{pmatrix},\qquad F=\begin{pmatrix}1\\0\end{pmatrix}.
\]
Here \(x^TKx=\|x\|^2\), so \(m=L=1\) and the maximum of \(G_F\) is \(1/2\). The solution of \(Kx=F\) is \((1/2,-1/2)\), which releases only \(1/4\): the supposed residual force vanishes while energy remains. The bounds on \(E(F)\) itself survive, because the quadratic form sees only the symmetric part of \(K\).

## Positive lower stiffness: no free direction

The condition \(m>0\), together with the lower bound, says that every nonzero displacement costs elastic energy. For a free molecule or crystal, uniform translations must first be removed or pinned, since they cost nothing. For a free molecule with \(K\) taken at its equilibrium geometry, the same holds for infinitesimal rotations.

By hand, this condition first gives an equilibrium. If \(Kx=0\), then \(m\|x\|^2\le x^TKx=0\), so \(x=0\). Thus \(K\) is injective, and a square matrix with this property is also surjective. Some \(x_0\) therefore satisfies \(Kx_0=F\). The Lean proof shows that the kernel is trivial and then applies `LinearMap.injective_iff_surjective`.

```lean
/-- With positive stiffness, every force is balanced at some displacement. -/
theorem exists_equilibrium {K : Matrix n n ℝ} {m L : ℝ} (h : StiffnessBounds K m L)
    (hm : 0 < m) (F : n → ℝ) : ∃ x₀, K *ᵥ x₀ = F := by
  -- no nonzero displacement is free of restoring force, so `K` is injective
  have inj : Function.Injective K.mulVecLin := by
    rw [← LinearMap.ker_eq_bot, LinearMap.ker_eq_bot']
    intro x hx
    have hx' : K *ᵥ x = 0 := hx
    have h1 := h.lower x
    rw [hx', dotProduct_zero] at h1
    have h0 : x ⬝ᵥ x = 0 := le_antisymm (by by_contra hc; nlinarith) (self_nonneg x)
    exact dotProduct_self_eq_zero.mp h0
  exact LinearMap.injective_iff_surjective.mp inj F
```

At this equilibrium, \(G_F(x_0)=F^Tx_0-\tfrac12x_0^TF=\tfrac12F^Tx_0\). Since the residual force there is zero, the shift formula gives for any \(x\)
\[
G_F(x)=\tfrac12F^Tx_0-\tfrac12(x-x_0)^TK(x-x_0)\le\tfrac12F^Tx_0 .
\]
The maximum exists and equals half of \(F^Tx_0\), the work that the initial force would do if it stayed constant. The actual force falls linearly to zero along the straight path to \(x_0\), which accounts for the factor one half. In Lean, `e0` evaluates the gain at equilibrium, `p` supplies the sign of the remaining quadratic term, and `hG.csSup_eq` identifies the supremum.

```lean
/-- At the equilibrium displacement `x₀` the relaxation energy is half the work `F · x₀`,
and it is the largest energy that any displacement releases. -/
theorem relaxation_at_equilibrium {K : Matrix n n ℝ} {m L : ℝ} (h : StiffnessBounds K m L)
    (hm : 0 < m) {F x₀ : n → ℝ} (hx : K *ᵥ x₀ = F) :
    IsGreatest (Set.range (energyGain K F)) (relaxationEnergy K F) ∧
      relaxationEnergy K F = F ⬝ᵥ x₀ / 2 := by
  have e0 : energyGain K F x₀ = F ⬝ᵥ x₀ / 2 := by
    unfold energyGain
    rw [hx, dotProduct_comm x₀ F]
    ring
  have hG : IsGreatest (Set.range (energyGain K F)) (F ⬝ᵥ x₀ / 2) := by
    refine ⟨⟨x₀, e0⟩, ?_⟩
    rintro _ ⟨x, rfl⟩
    -- expand about equilibrium, where the residual force vanishes
    have e := energyGain_add h.symm F x₀ (x - x₀)
    rw [add_sub_cancel, hx, sub_self] at e
    have p : energyGain K 0 (x - x₀) ≤ 0 := by
      simp only [energyGain, zero_dotProduct]
      linarith [h.lower (x - x₀), mul_nonneg hm.le (self_nonneg (x - x₀))]
    linarith
  have hE : relaxationEnergy K F = F ⬝ᵥ x₀ / 2 := hG.csSup_eq
  exact ⟨hE ▸ hG, hE⟩
```

The lower stiffness also gives the upper energy bound. From \(0\le\|F-mx\|^2=\|F\|^2-2mF^Tx+m^2\|x\|^2\), division by \(2m\) yields
\[
G_F(x)\le F^Tx-\frac m2\|x\|^2\le\frac{\|F\|^2}{2m}.
\]

If \(m=0\) is allowed, one coordinate with \(K=0\) and \(F=1\) already breaks the result: \(G_F(x)=x\) grows without limit, and there is no maximum.

## Upper stiffness: a guaranteed release

The number \(L\) limits how strongly the system can resist a displacement. It enters through a trial step along the force, \(x=F/L\):
\[
G_F(F/L)=\frac{\|F\|^2}{L}-\frac{F^TKF}{2L^2}
\ge\frac{\|F\|^2}{L}-\frac{\|F\|^2}{2L}
=\frac{\|F\|^2}{2L}.
\]
The maximum is at least this large. The existence of the maximum and its upper bound do not need \(L\).

The remaining hypothesis, \(m\le L\), only serves to make \(L\) positive, so that the trial step is defined. With at least one coordinate it already follows from the two stiffness bounds; with none, all the energies are zero.

The main theorem states three things: the maximum is attained, it is at least \(\|F\|^2/(2L)\), and it is at most \(\|F\|^2/(2m)\). Its first bullet is the trial step, with `h.upper` applied to `L⁻¹ • F`. Its second expands the square at a maximising displacement, and `nlinarith` combines it with `h.lower` multiplied by `m`.

```lean
/-- The relaxation energy is attained by some displacement and lies between
`‖F‖² / (2 L)` and `‖F‖² / (2 m)`. -/
theorem relaxationEnergy_bounds {K : Matrix n n ℝ} {m L : ℝ} (h : StiffnessBounds K m L)
    (hm : 0 < m) (hmL : m ≤ L) (F : n → ℝ) :
    IsGreatest (Set.range (energyGain K F)) (relaxationEnergy K F) ∧
      F ⬝ᵥ F / (2 * L) ≤ relaxationEnergy K F ∧
      relaxationEnergy K F ≤ F ⬝ᵥ F / (2 * m) := by
  obtain ⟨x₀, hx₀⟩ := exists_equilibrium h hm F
  have hG := (relaxation_at_equilibrium h hm hx₀).1
  refine ⟨hG, ?_, ?_⟩
  · -- trial displacement along the force, of length `‖F‖ / L`
    have hL : L * L⁻¹ = 1 := mul_inv_cancel₀ (lt_of_lt_of_le hm hmL).ne'
    have h1 : energyGain K F (L⁻¹ • F) ≤ relaxationEnergy K F := hG.2 ⟨_, rfl⟩
    have h2 := h.upper (L⁻¹ • F)
    have h3 : F ⬝ᵥ (L⁻¹ • F) = L⁻¹ * (F ⬝ᵥ F) := by
      rw [dotProduct_smul, smul_eq_mul]
    have h4 : (L⁻¹ • F) ⬝ᵥ (L⁻¹ • F) = L⁻¹ * (L⁻¹ * (F ⬝ᵥ F)) := by
      rw [smul_dotProduct, h3, smul_eq_mul]
    have h5 : F ⬝ᵥ F / (2 * L)
        = L⁻¹ * (F ⬝ᵥ F) - L * (L⁻¹ * (L⁻¹ * (F ⬝ᵥ F))) / 2 := by
      linear_combination (L⁻¹ * (F ⬝ᵥ F) / 2) * hL
    rw [h4] at h2
    unfold energyGain at h1
    rw [h3] at h1
    linarith
  · -- the square `‖F - m x‖²` is nonnegative at the optimal displacement
    obtain ⟨x, hx⟩ := hG.1
    have sq := self_nonneg (F - m • x)
    simp only [sub_dotProduct, dotProduct_sub, smul_dotProduct, dotProduct_smul,
      smul_eq_mul] at sq
    rw [dotProduct_comm x F] at sq
    rw [← hx, le_div_iff₀ (by positivity)]
    unfold energyGain
    nlinarith [mul_le_mul_of_nonneg_left (h.lower x) hm.le]
```

If the upper stiffness bound is violated, the guaranteed release can fail. For one coordinate with \(K=4\), \(F=1\) and the false value \(L=1\), the relaxation energy is \(1/8\), below the claimed minimum of \(1/2\).

## Energy left at an intermediate geometry

All the hypotheses together bound the energy still to be gained at any geometry \(x\). Write \(R=F-Kx\) for the residual force. Maximising the shift formula over \(y\) gives \(E(F)=G_F(x)+E(R)\), and hence
\[
\frac{\|R\|^2}{2L}\le E(F)-G_F(x)\le\frac{\|R\|^2}{2m}.
\]
In a geometry optimisation within this harmonic model, a known \(m\) thus turns a residual force into a bound on the energy error. The proof establishes the equality as two inequalities, `le1` and `le2`, each by evaluating the shift formula at a maximising displacement.

```lean
/-- At any geometry `x`, the energy still to be released is bounded below and above by the
squared residual force `F - K x` divided by `2 L` and by `2 m`. -/
theorem remaining_energy_bounds {K : Matrix n n ℝ} {m L : ℝ} (h : StiffnessBounds K m L)
    (hm : 0 < m) (hmL : m ≤ L) (F x : n → ℝ) :
    (F - K *ᵥ x) ⬝ᵥ (F - K *ᵥ x) / (2 * L) ≤ relaxationEnergy K F - energyGain K F x ∧
      relaxationEnergy K F - energyGain K F x ≤
        (F - K *ᵥ x) ⬝ᵥ (F - K *ᵥ x) / (2 * m) := by
  obtain ⟨hG, -, -⟩ := relaxationEnergy_bounds h hm hmL F
  obtain ⟨hR, lo, hi⟩ := relaxationEnergy_bounds h hm hmL (F - K *ᵥ x)
  -- what remains is the relaxation energy of the residual force
  have le1 : relaxationEnergy K F ≤
      energyGain K F x + relaxationEnergy K (F - K *ᵥ x) := by
    obtain ⟨z, hz⟩ := hG.1
    have e := energyGain_add h.symm F x (z - x)
    rw [add_sub_cancel] at e
    have b : energyGain K (F - K *ᵥ x) (z - x) ≤ relaxationEnergy K (F - K *ᵥ x) :=
      hR.2 ⟨_, rfl⟩
    linarith
  have le2 : energyGain K F x + relaxationEnergy K (F - K *ᵥ x) ≤
      relaxationEnergy K F := by
    obtain ⟨y, hy⟩ := hR.1
    have e := energyGain_add h.symm F x y
    have b : energyGain K F (x + y) ≤ relaxationEnergy K F := hG.2 ⟨_, rfl⟩
    linarith
  constructor <;> linarith
```

## Modes that attain the bounds

Suppose the force lies along an eigenvector of the stiffness matrix, \(KF=kF\). Symmetry and equilibrium give
\[
k\,x_0^TF=x_0^TKF=F^TKx_0=\|F\|^2,
\]
and since \(E(F)=\tfrac12F^Tx_0\), it follows that \(2kE(F)=\|F\|^2\). "Normal mode" here means an eigenvector of \(K\) without mass weighting. The Lean proof follows the same chain, starting from `coupling_comm`.

```lean
/-- For a force along a normal mode of stiffness `k`, the relaxation energy `E` obeys
`2 k E = ‖F‖²`. -/
theorem relaxationEnergy_normal_mode {K : Matrix n n ℝ} {m L k : ℝ}
    (h : StiffnessBounds K m L) (hm : 0 < m) {F : n → ℝ} (hF : K *ᵥ F = k • F) :
    2 * k * relaxationEnergy K F = F ⬝ᵥ F := by
  obtain ⟨x₀, hx₀⟩ := exists_equilibrium h hm F
  have s := coupling_comm h.symm x₀ F
  rw [hF, hx₀, dotProduct_smul, smul_eq_mul, dotProduct_comm x₀ F] at s
  rw [(relaxation_at_equilibrium h hm hx₀).2]
  linear_combination s
```

Two uncoupled modes with stiffnesses \(m\) and \(L\) show that neither energy bound can be improved using these data alone. Their quadratic form is \(m\,x(0)^2+L\,x(1)^2\), with components numbered from zero as in Lean, and it lies between \(m\|x\|^2\) and \(L\|x\|^2\). A force \(f\) on the soft mode releases \(f^2/(2m)\), and the same force on the stiff mode releases \(f^2/(2L)\). The proof checks the stiffness bounds from the explicit form and then applies the normal-mode theorem twice.

```lean
/-- Two uncoupled modes of stiffness `m` and `L` satisfy the stiffness bounds; a force `f` on
the first releases `f² / (2 m)`, and a force `f` on the second releases `f² / (2 L)`. -/
theorem stiffnessBounds_witness {m L : ℝ} (hm : 0 < m) (hmL : m ≤ L) (f : ℝ) :
    StiffnessBounds !![m, 0; 0, L] m L ∧
      relaxationEnergy !![m, 0; 0, L] ![f, 0] = f ^ 2 / (2 * m) ∧
      relaxationEnergy !![m, 0; 0, L] ![0, f] = f ^ 2 / (2 * L) := by
  have hL : 0 < L := lt_of_lt_of_le hm hmL
  have hq : ∀ x : Fin 2 → ℝ,
      x ⬝ᵥ !![m, 0; 0, L] *ᵥ x = m * x 0 ^ 2 + L * x 1 ^ 2 := by
    intro x
    simp [Matrix.mulVec, dotProduct, Fin.sum_univ_two]
    ring
  have hn : ∀ x : Fin 2 → ℝ, x ⬝ᵥ x = x 0 ^ 2 + x 1 ^ 2 := by
    intro x
    simp only [dotProduct, Fin.sum_univ_two]
    ring
  have hS : StiffnessBounds !![m, 0; 0, L] m L := by
    refine ⟨?_, fun x => ?_, fun x => ?_⟩
    · unfold Matrix.IsSymm
      ext i j
      fin_cases i <;> fin_cases j <;> rfl
    · rw [hq, hn]
      nlinarith [mul_nonneg (sub_nonneg.2 hmL) (sq_nonneg (x 1))]
    · rw [hq, hn]
      nlinarith [mul_nonneg (sub_nonneg.2 hmL) (sq_nonneg (x 0))]
  refine ⟨hS, ?_, ?_⟩
  · have e := relaxationEnergy_normal_mode (k := m) (F := ![f, 0]) hS hm (by
      ext i
      fin_cases i <;> simp [Matrix.mulVec, dotProduct, Fin.sum_univ_two])
    have e2 : ![f, 0] ⬝ᵥ ![f, 0] = f ^ 2 := by rw [hn]; simp
    rw [eq_div_iff (by positivity)]
    linear_combination e + e2
  · have e := relaxationEnergy_normal_mode (k := L) (F := ![0, f]) hS hm (by
      ext i
      fin_cases i <;> simp [Matrix.mulVec, dotProduct, Fin.sum_univ_two])
    have e2 : ![0, f] ⬝ᵥ ![0, f] = f ^ 2 := by rw [hn]; simp
    rw [eq_div_iff (by positivity)]
    linear_combination e + e2

end

end RelaxationEnergyFromForces
```

```lean
#print axioms RelaxationEnergyFromForces.remaining_energy_bounds
#print axioms RelaxationEnergyFromForces.relaxationEnergy_normal_mode
```

```
'RelaxationEnergyFromForces.remaining_energy_bounds' depends on axioms: [propext, Classical.choice, Quot.sound]
'RelaxationEnergyFromForces.relaxationEnergy_normal_mode' depends on axioms: [propext, Classical.choice, Quot.sound]
```
